# With distances measured from the charge centre, the monopole error of a treecode with cubic cells can be unbounded for θ > 1/√3

For a target point and each cell it examines, a monopole treecode decides whether the charges in the cell may be replaced by their total placed at one point. One test accepts the replacement when the cell side is less than \(\theta\) times the distance from the target to the charge centre, where \(\theta\) is the opening parameter. For a cubic cell with bare Coulomb charges and a monopole-only estimate, every \(\theta\) above \(1/\sqrt3\approx0.577\) lets this test accept, for some charge distributions, points arbitrarily close to a charge. At \(\theta=1\), charges 2 and 1 at opposite corners of the cell are enough to show this.

```lean
import Mathlib

open Filter Topology

namespace TreecodeCounterexample

noncomputable section
```

## Two charges on a body diagonal

Positions are vectors in \(\mathbb R^3\) with the Euclidean norm.

```lean
/-- Points of three-dimensional space with the Euclidean norm. -/
abbrev Pt := EuclideanSpace ℝ (Fin 3)
```

The cell has side 1. Both charges and the target lie on its body diagonal, whose points are \((t,t,t)\).

```lean
/-- The point `(t, t, t)` on the body diagonal of the unit cell. -/
def diagPt (t : ℝ) : Pt := WithLp.toLp 2 (fun _ => t)
```

For charges \(Q\) at \(a\) and \(q\) at \(b\) with \(Q+q\ne0\), the charge centre is the weighted mean

\[
c=\frac{Qa+qb}{Q+q}.
\]

```lean
/-- The charge-weighted mean position of charges `Q` at `a` and `q` at `b`. -/
def chargeCentre (Q q : ℝ) (a b : Pt) : Pt := (Q + q)⁻¹ • (Q • a + q • b)
```

In Gaussian units, with open boundaries and no softening, the potential at \(r\) is

\[
\phi(r)=\frac{Q}{\|r-a\|}+\frac{q}{\|r-b\|}.
\]

```lean
/-- The Coulomb potential at `r` of charges `Q` at `a` and `q` at `b`, in Gaussian units. -/
def potential (Q q : ℝ) (a b r : Pt) : ℝ := Q / ‖r - a‖ + q / ‖r - b‖
```

The monopole estimate puts the whole charge at the centre: \(\phi_0(r)=(Q+q)/\|r-c\|\).

```lean
/-- The monopole estimate: the total charge divided by the distance to the charge centre. -/
def monopole (Q q : ℝ) (a b r : Pt) : ℝ := (Q + q) / ‖r - chargeCentre Q q a b‖
```

For side 1, the acceptance test reads \(1<\theta\|r-c\|\). It contains no check on whether the target lies inside the cell.

```lean
/-- A treecode acceptance criterion for a cell of side 1 with charge centre `c`: the side is less
than `θ` times the distance from `r` to `c`. -/
def Accepts (θ : ℝ) (c r : Pt) : Prop := 1 < θ * ‖r - c‖
```

The closed cell is the set of points with all three coordinates between 0 and 1.

```lean
/-- The point `x` lies in the closed unit cell. -/
def InCell (x : Pt) : Prop := ∀ i, 0 ≤ x i ∧ x i ≤ 1
```

## Distances along the diagonal

The three coordinate differences between \((s,s,s)\) and \((t,t,t)\) are equal, so

\[
\|(s,s,s)-(t,t,t)\|=\sqrt{3(s-t)^2}=\sqrt3\,|s-t|.
\]

The proof evaluates the sum of squares first and then takes the root.

```lean
/-- Two points on the body diagonal are `√3 |s - t|` apart. -/
theorem norm_diagPt_sub (s t : ℝ) : ‖diagPt s - diagPt t‖ = √3 * |s - t| := by
  have h : ∑ i : Fin 3, ‖(diagPt s - diagPt t) i‖ ^ 2 = 3 * (s - t) ^ 2 := by
    simp [diagPt, Real.norm_eq_abs, sq_abs]
  rw [EuclideanSpace.norm_eq, h, Real.sqrt_mul (by norm_num), Real.sqrt_sq_eq_abs]
```

This distance is continuous in \(t\), so its limit at \(t=1\) is found by substitution. In Lean, `𝓝[<] 1` expresses the approach to 1 through values below 1, and `Tendsto` states the limit.

```lean
/-- As `t → 1` from below, the distance from `(t,t,t)` to `(s,s,s)` tends to `√3 |1 - s|`. -/
theorem norm_tendsto (s : ℝ) :
    Tendsto (fun t => ‖diagPt t - diagPt s‖) (𝓝[<] 1) (𝓝 (√3 * |1 - s|)) := by
  simp only [norm_diagPt_sub]
  have h : Continuous (fun t : ℝ => √3 * |t - s|) := by fun_prop
  exact (h.tendsto 1).mono_left nhdsWithin_le_nhds
```

Now put \(Q>0\) at the origin and \(q>0\) at \((1,1,1)\), and let the target \(r=(t,t,t)\) approach the second charge as \(t\to1\) from below. The charge centre has diagonal parameter \(q/(Q+q)\), and

\[
\|r-c\|\to\sqrt3\left(1-\frac{q}{Q+q}\right)=\sqrt3\,\frac{Q}{Q+q}.
\]

In the proof, `hc` identifies the centre and `e` does the subtraction.

```lean
/-- For positive charges `Q` at the origin and `q` at `(1,1,1)`, the distance from `(t,t,t)` to
the charge centre tends to `√3 Q / (Q + q)` as `t → 1` from below. -/
theorem centre_distance_tendsto {Q q : ℝ} (hQ : 0 < Q) (hq : 0 < q) :
    Tendsto (fun t => ‖diagPt t - chargeCentre Q q (diagPt 0) (diagPt 1)‖)
      (𝓝[<] 1) (𝓝 (√3 * (Q / (Q + q)))) := by
  have hc : chargeCentre Q q (diagPt 0) (diagPt 1) = diagPt (q / (Q + q)) := by
    ext i
    simp [chargeCentre, diagPt, div_eq_inv_mul]
  have hne : Q + q ≠ 0 := by positivity
  have e : 1 - q / (Q + q) = Q / (Q + q) := by
    rw [eq_div_iff hne, sub_mul, div_mul_cancel₀ _ hne]
    ring
  have hpos : 0 < Q / (Q + q) := by positivity
  have h := norm_tendsto (q / (Q + q))
  rw [e, abs_of_pos hpos] at h
  rw [hc]
  exact h
```

## A finite estimate and a divergent potential

The limiting distance is positive, so the quotient rule for limits gives

\[
\phi_0(r)\to\frac{Q+q}{\sqrt3\,Q/(Q+q)}=\frac{(Q+q)^2}{\sqrt3\,Q}.
\]

```lean
/-- For positive charges `Q` at the origin and `q` at `(1,1,1)`, the monopole estimate at
`(t,t,t)` has the finite limit `(Q + q)² / (√3 Q)` as `t → 1` from below. -/
theorem monopole_tendsto {Q q : ℝ} (hQ : 0 < Q) (hq : 0 < q) :
    Tendsto (fun t => monopole Q q (diagPt 0) (diagPt 1) (diagPt t))
      (𝓝[<] 1) (𝓝 ((Q + q) ^ 2 / (√3 * Q))) := by
  have h3 : √(3 : ℝ) ≠ 0 := by positivity
  have hne : Q + q ≠ 0 := by positivity
  have hlim : √3 * (Q / (Q + q)) ≠ 0 := by positivity
  have e : (Q + q) / (√3 * (Q / (Q + q))) = (Q + q) ^ 2 / (√3 * Q) := by
    field_simp
  rw [← e]
  exact (tendsto_const_nhds (x := Q + q)).div (centre_distance_tendsto hQ hq) hlim
```

For \(0<t<1\) the true potential is

\[
\phi(r)=\frac{Q}{\sqrt3\,t}+\frac{q}{\sqrt3\,(1-t)}.
\]

The first term tends to \(Q/\sqrt3\), and the second grows without bound. The proof keeps this division: `hfar` is the finite limit, `hnear` says that the distance to the near charge tends to zero through positive values, and `hinv` turns this into divergence. In the statement, `atTop` means that the limit is \(+\infty\). Only \(q\) has to be positive here.

```lean
/-- With a positive charge `q` at `(1,1,1)` and any charge `Q` at the origin, the true potential
at `(t,t,t)` tends to infinity as `t → 1` from below. -/
theorem potential_tendsto (Q : ℝ) {q : ℝ} (hq : 0 < q) :
    Tendsto (fun t => potential Q q (diagPt 0) (diagPt 1) (diagPt t)) (𝓝[<] 1) atTop := by
  -- the far charge's term has a finite limit
  have hfar : Tendsto (fun t => Q / ‖diagPt t - diagPt 0‖) (𝓝[<] 1)
      (𝓝 (Q / (√3 * |1 - 0|))) :=
    (tendsto_const_nhds (x := Q)).div (norm_tendsto 0) (by norm_num)
  -- the distance to the near charge tends to zero through positive values
  have hnear : Tendsto (fun t => ‖diagPt t - diagPt 1‖) (𝓝[<] 1) (𝓝[>] 0) := by
    refine tendsto_nhdsWithin_iff.mpr ⟨by simpa using norm_tendsto 1, ?_⟩
    filter_upwards [self_mem_nhdsWithin] with t ht
    have ht' : t < 1 := ht
    have hab : 0 < |t - 1| := abs_pos.mpr (by linarith)
    rw [Set.mem_Ioi, norm_diagPt_sub]
    positivity
  have hinv : Tendsto (fun t => q / ‖diagPt t - diagPt 1‖) (𝓝[<] 1) atTop := by
    simp only [div_eq_mul_inv]
    exact (tendsto_inv_nhdsGT_zero.comp hnear).const_mul_atTop hq
  exact hfar.add_atTop hinv
```

With \(Q=2\) and \(q=1\), the centre is \((1/3,1/3,1/3)\), and the limits are

\[
\|r-c\|\to\frac{2}{\sqrt3}\approx1.155,\qquad
\phi_0(r)\to\frac{9}{2\sqrt3}=\frac{3\sqrt3}{2}\approx2.598,\qquad
\phi(r)\to\infty.
\]

The first limit exceeds 1 because \(\sqrt3>3/2\). The distance therefore exceeds the side for all \(t<1\) close enough to 1, which is what `∀ᶠ` expresses; explicitly, \(t>1/3+1/\sqrt3\approx0.911\) suffices. The theorem joins the three statements, and its first part is the acceptance test at \(\theta=1\).

```lean
/-- Charge 2 sits at the origin and charge 1 at `(1,1,1)`. As `r = (t,t,t)` with `t → 1` from
below, the distance to the charge centre eventually exceeds the cell side 1, the monopole
estimate tends to `3√3/2`, and the true potential tends to infinity. -/
theorem treecode_counterexample :
    (∀ᶠ t in 𝓝[<] (1 : ℝ), 1 < ‖diagPt t - chargeCentre 2 1 (diagPt 0) (diagPt 1)‖) ∧
    Tendsto (fun t => monopole 2 1 (diagPt 0) (diagPt 1) (diagPt t))
      (𝓝[<] 1) (𝓝 (3 * √3 / 2)) ∧
    Tendsto (fun t => potential 2 1 (diagPt 0) (diagPt 1) (diagPt t)) (𝓝[<] 1) atTop := by
  refine ⟨?_, ?_, potential_tendsto 2 one_pos⟩
  · have h3 : (3 / 2 : ℝ) < √3 := (Real.lt_sqrt (by norm_num)).mpr (by norm_num)
    have h : (1 : ℝ) < √3 * (2 / (2 + 1)) := by linarith
    exact (centre_distance_tendsto two_pos one_pos).eventually_const_lt h
  · have hs : √(3 : ℝ) * √3 = 3 := Real.mul_self_sqrt (by norm_num)
    have e : ((2 : ℝ) + 1) ^ 2 / (√3 * 2) = 3 * √3 / 2 := by
      rw [div_eq_div_iff (by positivity) (by norm_num)]
      linear_combination (-6) * hs
    rw [← e]
    exact monopole_tendsto two_pos one_pos
```

These targets lie inside the cell. Refusing cells that contain the target would exclude them, but with \(|1-t|\) in place of \(1-t\) in the potential, the same argument gives the same divergence when \(t\) approaches 1 from above, outside the cell.

## Every opening parameter above 1/√3 fails

A heavier charge at the origin draws the centre away from \((1,1,1)\). With \(q=1\), acceptance near that corner follows if

\[
\theta\sqrt3\,\frac{Q}{Q+1}>1
\quad\Longleftrightarrow\quad
Q(\theta\sqrt3-1)>1.
\]

For \(\theta\sqrt3>1\), the choice \(Q=2/(\theta\sqrt3-1)\) is positive and makes the left side of the last inequality equal to 2. The error \(\phi-\phi_0\) is then a divergent quantity minus one with a finite limit, so it tends to infinity. The charge \(Q\) depends on \(\theta\): the theorem provides one bad pair for each opening parameter and does not say that every pair is bad.

```lean
/-- For every opening parameter `θ > 1/√3` there is a positive charge `Q` at the origin which, with
charge 1 at `(1,1,1)`, makes the criterion accept all `(t,t,t)` with `t` close enough below 1, while
the error of the monopole estimate tends to infinity as `t → 1` from below. -/
theorem failure_above_threshold {θ : ℝ} (hθ : 1 < θ * √3) :
    ∃ Q : ℝ, 0 < Q ∧
      (∀ᶠ t in 𝓝[<] (1 : ℝ),
        Accepts θ (chargeCentre Q 1 (diagPt 0) (diagPt 1)) (diagPt t)) ∧
      Tendsto (fun t => potential Q 1 (diagPt 0) (diagPt 1) (diagPt t) -
        monopole Q 1 (diagPt 0) (diagPt 1) (diagPt t)) (𝓝[<] 1) atTop := by
  have hd : 0 < θ * √3 - 1 := by linarith
  -- choose a positive `Q` with `Q * (θ * √3 - 1) = 2`
  obtain ⟨Q, hQ, hQe⟩ : ∃ Q : ℝ, 0 < Q ∧ Q * (θ * √3 - 1) = 2 :=
    ⟨2 / (θ * √3 - 1), div_pos two_pos hd, div_mul_cancel₀ _ hd.ne'⟩
  refine ⟨Q, hQ, ?_, ?_⟩
  · have h : 1 < θ * (√3 * (Q / (Q + 1))) := by
      have e : θ * (√3 * (Q / (Q + 1))) = (θ * √3 * Q) / (Q + 1) := by ring
      rw [e, lt_div_iff₀ (by positivity)]
      nlinarith
    exact ((centre_distance_tendsto hQ one_pos).const_mul θ).eventually_const_lt h
  · simp only [sub_eq_add_neg]
    exact (potential_tendsto Q one_pos).atTop_add (monopole_tendsto hQ one_pos).neg
```

## Below 1/√3 accepted points keep their distance

For two points of the cell, each coordinate difference \(d\) satisfies \(-1\le d\le1\). Hence \((1-d)(1+d)\ge0\), which gives \(d^2\le1\). Adding three such squares bounds the distance by \(\sqrt3\).

```lean
/-- Two points of the closed unit cell are at most `√3` apart. -/
theorem cell_diameter {x y : Pt} (hx : InCell x) (hy : InCell y) : ‖x - y‖ ≤ √3 := by
  have h : ∀ i, ‖(x - y) i‖ ^ 2 ≤ 1 := by
    intro i
    obtain ⟨hx0, hx1⟩ := hx i
    obtain ⟨hy0, hy1⟩ := hy i
    have h1 : 0 ≤ 1 - (x i - y i) := by linarith
    have h2 : 0 ≤ 1 + (x i - y i) := by linarith
    rw [Real.norm_eq_abs, sq_abs, PiLp.sub_apply]
    nlinarith [mul_nonneg h1 h2]
  rw [EuclideanSpace.norm_eq]
  apply Real.sqrt_le_sqrt
  rw [Fin.sum_univ_three]
  linarith [h 0, h 1, h 2]
```

Let \(0<\theta<1/\sqrt3\), let \(a\) and \(c\) lie in the cell, and let \(r\) be accepted. Then

\[
\frac1\theta<\|r-c\|\le\|r-a\|+\|a-c\|\le\|r-a\|+\sqrt3,
\]

so \(\|r-a\|>1/\theta-\sqrt3>0\). The Lean proof names these inequalities `h1` to `h4` and combines them linearly.

That \(c\) lies in the cell is a hypothesis, `hc`. It stands for charges of one sign, whose weighted mean stays within the cube; with mixed signs the centre may fall outside. The conclusion is a minimum separation from every point of the cell, not an estimate of the monopole error.

```lean
/-- For `0 < θ < 1/√3` and a charge centre `c` in the cell, every accepted point `r` is farther
than the positive distance `1/θ - √3` from each point `a` of the cell. -/
theorem safe_below_threshold {θ : ℝ} (hθ : 0 < θ) (hs : θ * √3 < 1) {a c r : Pt}
    (ha : InCell a) (hc : InCell c) (hr : Accepts θ c r) :
    0 < 1 / θ - √3 ∧ 1 / θ - √3 < ‖r - a‖ := by
  have h1 : √3 < 1 / θ := (lt_div_iff₀' hθ).mpr hs
  have h2 : 1 / θ < ‖r - c‖ := (div_lt_iff₀' hθ).mpr hr
  have h3 : ‖r - c‖ ≤ ‖r - a‖ + ‖a - c‖ := norm_sub_le_norm_sub_add_norm_sub r a c
  have h4 := cell_diameter ha hc
  constructor <;> linarith

end

end TreecodeCounterexample
```

At \(\theta=1/\sqrt3\) exactly, which neither threshold theorem covers, acceptance means \(\|r-c\|>\sqrt3\). For positive charges \(Q\) and \(q\) at the two corners, the triangle inequality then keeps \(r\) farther than \(\sqrt3\,q/(Q+q)\) from the charge at \((1,1,1)\). This margin is positive for each pair but shrinks to zero as \(Q/q\to\infty\).

```lean
#print axioms TreecodeCounterexample.centre_distance_tendsto
#print axioms TreecodeCounterexample.treecode_counterexample
#print axioms TreecodeCounterexample.failure_above_threshold
#print axioms TreecodeCounterexample.safe_below_threshold
```

```
'TreecodeCounterexample.centre_distance_tendsto' depends on axioms: [propext, Classical.choice, Quot.sound]
'TreecodeCounterexample.treecode_counterexample' depends on axioms: [propext, Classical.choice, Quot.sound]
'TreecodeCounterexample.failure_above_threshold' depends on axioms: [propext, Classical.choice, Quot.sound]
'TreecodeCounterexample.safe_below_threshold' depends on axioms: [propext, Classical.choice, Quot.sound]
```
